# Stiffness bounds on symmetric strains bound each Christoffel eigenvalue, with the factor $(1+(m\cdot p)^2)/2$

If the smallest eigenvalue of the stiffness tensor on symmetric strains is taken as a lower bound on density times squared wave speed, the bound fails already in an isotropic solid with positive Lamé constants $\lambda$ and $\mu$: that eigenvalue is $2\mu$, while shear waves have the value $\mu$. The bounds proved here carry the missing factor $(1+(m\cdot p)^2)/2$, where $m$ is the unit propagation direction and $p$ the unit polarization.

```lean
import Mathlib

open Matrix

namespace KelvinWaveBounds

noncomputable section

variable {ι : Type*} [Fintype ι]

/-- The minor and major index symmetries of an elastic stiffness tensor. -/
structure IsElastic (C : ι → ι → ι → ι → ℝ) : Prop where
  minor : ∀ i j k l, C i j k l = C j i k l
  major : ∀ i j k l, C i j k l = C k l i j

/-- Hooke's law: the stress produced by the strain `e`. -/
def stress (C : ι → ι → ι → ι → ℝ) (e : Matrix ι ι ℝ) (i j : ι) : ℝ :=
  ∑ k, ∑ l, C i j k l * e k l

/-- The full contraction `e:C:e`, twice the elastic energy density. -/
def energy (C : ι → ι → ι → ι → ℝ) (e : Matrix ι ι ℝ) : ℝ :=
  ∑ i, ∑ j, stress C e i j * e i j

/-- The numbers `a` and `b` bound `e:C:e` relative to `tr (e²)` for all symmetric strains. -/
def KelvinBounds (C : ι → ι → ι → ι → ℝ) (a b : ℝ) : Prop :=
  ∀ e : Matrix ι ι ℝ, e.IsSymm →
    a * trace (e * e) ≤ energy C e ∧ energy C e ≤ b * trace (e * e)

/-- The Christoffel matrix for propagation along `m`. -/
def christoffel (C : ι → ι → ι → ι → ℝ) (m : ι → ℝ) : Matrix ι ι ℝ :=
  Matrix.of fun i k => ∑ j, ∑ l, C i j k l * (m j * m l)

/-- The strain pattern of a plane wave with direction `m` and polarization `p`. -/
def waveStrain (m p : ι → ℝ) : Matrix ι ι ℝ :=
  Matrix.of fun i j => (p i * m j + m i * p j) / 2

/-- The trace of the squared wave strain in terms of direction and polarization. -/
theorem trace_waveStrain_sq (m p : ι → ℝ) :
    trace (waveStrain m p * waveStrain m p)
      = ((m ⬝ᵥ m) * (p ⬝ᵥ p) + (m ⬝ᵥ p) ^ 2) / 2 := by
  calc trace (waveStrain m p * waveStrain m p)
      = ∑ i, ∑ j, ((p i * p i / 4) * (m j * m j) + (m i * m i / 4) * (p j * p j)
          + (m i * p i / 2) * (m j * p j)) := by
        simp only [Matrix.trace, Matrix.diag_apply, Matrix.mul_apply, waveStrain,
          Matrix.of_apply]
        exact Finset.sum_congr rfl fun i _ => Finset.sum_congr rfl fun j _ => by ring
    _ = _ := by
        simp only [Finset.sum_add_distrib, ← Finset.mul_sum, ← Finset.sum_mul,
          ← Finset.sum_div, dotProduct]
        ring

/-- A symmetric tensor contracted with the wave strain gives the same number as
contracted with the dyad of polarization and direction. -/
theorem contract_waveStrain (D : ι → ι → ℝ) (h : ∀ i j, D i j = D j i) (m p : ι → ℝ) :
    ∑ i, ∑ j, D i j * waveStrain m p i j = ∑ i, ∑ j, D i j * (p i * m j) := by
  have hs : ∑ i, ∑ j, D i j * (m i * p j) = ∑ i, ∑ j, D i j * (p i * m j) := by
    rw [Finset.sum_comm]
    refine Finset.sum_congr rfl fun x _ => Finset.sum_congr rfl fun y _ => ?_
    rw [h y x]
    ring
  calc ∑ i, ∑ j, D i j * waveStrain m p i j
      = ∑ i, ∑ j, (D i j * (p i * m j) / 2 + D i j * (m i * p j) / 2) := by
        refine Finset.sum_congr rfl fun i _ => Finset.sum_congr rfl fun j _ => ?_
        simp only [waveStrain, Matrix.of_apply]
        ring
    _ = _ := by
        simp only [Finset.sum_add_distrib, ← Finset.sum_div, hs]
        ring

/-- The contraction `e:C:e` for the wave strain is the quadratic form of the
Christoffel matrix in the polarization. -/
theorem energy_waveStrain {C : ι → ι → ι → ι → ℝ} (hC : IsElastic C) (m p : ι → ℝ) :
    energy C (waveStrain m p) = p ⬝ᵥ (christoffel C m *ᵥ p) := by
  have hr : ∀ i j k l, C i j k l = C i j l k := fun i j k l => by
    rw [hC.major i j k l, hC.minor k l i j, hC.major l k i j]
  have hσ : ∀ i j, stress C (waveStrain m p) i j = stress C (waveStrain m p) j i :=
    fun i j => Finset.sum_congr rfl fun k _ => Finset.sum_congr rfl fun l _ => by
      rw [hC.minor i j k l]
  have hD : ∀ i j, stress C (waveStrain m p) i j = ∑ k, ∑ l, C i j k l * (p k * m l) :=
    fun i j => contract_waveStrain (C i j) (hr i j) m p
  unfold energy
  rw [contract_waveStrain _ hσ]
  simp only [hD, dotProduct, Matrix.mulVec, christoffel, Matrix.of_apply,
    Finset.mul_sum, Finset.sum_mul]
  refine Finset.sum_congr rfl fun i _ => ?_
  rw [Finset.sum_comm]
  exact Finset.sum_congr rfl fun k _ => Finset.sum_congr rfl fun j _ =>
    Finset.sum_congr rfl fun l _ => by ring

/-- Every Christoffel eigenvalue `w` with unit direction `m` and unit polarization `p` lies
between `a (1 + (m·p)²)/2` and `b (1 + (m·p)²)/2`. -/
theorem christoffel_eigenvalue_bounds {C : ι → ι → ι → ι → ℝ} {a b w : ℝ} {m p : ι → ℝ}
    (hC : IsElastic C) (hK : KelvinBounds C a b) (hm : m ⬝ᵥ m = 1) (hp : p ⬝ᵥ p = 1)
    (hw : christoffel C m *ᵥ p = w • p) :
    a * ((1 + (m ⬝ᵥ p) ^ 2) / 2) ≤ w ∧ w ≤ b * ((1 + (m ⬝ᵥ p) ^ 2) / 2) := by
  have hs : (waveStrain m p).IsSymm := Matrix.IsSymm.ext fun i j => by
    simp only [waveStrain, Matrix.of_apply]
    ring
  -- insert the wave strain into the Kelvin bounds
  have h := hK _ hs
  rw [energy_waveStrain hC, trace_waveStrain_sq, hw, dotProduct_smul, hm, hp,
    smul_eq_mul, mul_one, mul_one] at h
  exact h

/-- Bounds on the squared speed `v²` of a plane wave in a medium of density `ρ`. -/
theorem wave_speed_bounds {C : ι → ι → ι → ι → ℝ} {a b ρ v : ℝ} {m p : ι → ℝ}
    (hC : IsElastic C) (hK : KelvinBounds C a b) (hm : m ⬝ᵥ m = 1) (hp : p ⬝ᵥ p = 1)
    (hρ : 0 < ρ) (hw : christoffel C m *ᵥ p = (ρ * v ^ 2) • p) :
    a * ((1 + (m ⬝ᵥ p) ^ 2) / 2) / ρ ≤ v ^ 2 ∧
      v ^ 2 ≤ b * ((1 + (m ⬝ᵥ p) ^ 2) / 2) / ρ := by
  obtain ⟨h1, h2⟩ := christoffel_eigenvalue_bounds hC hK hm hp hw
  rw [div_le_iff₀ hρ, le_div_iff₀ hρ]
  constructor <;> linarith

/-- For nonnegative `a`, every Christoffel eigenvalue for a unit direction lies between
`a/2` and `b`. -/
theorem eigenvalue_range {C : ι → ι → ι → ι → ℝ} {a b w : ℝ} {m p : ι → ℝ}
    (hC : IsElastic C) (hK : KelvinBounds C a b) (ha : 0 ≤ a) (hm : m ⬝ᵥ m = 1)
    (hp : p ⬝ᵥ p = 1) (hw : christoffel C m *ᵥ p = w • p) : a / 2 ≤ w ∧ w ≤ b := by
  obtain ⟨h1, h2⟩ := christoffel_eigenvalue_bounds hC hK hm hp hw
  have hc : (m ⬝ᵥ p) ^ 2 ≤ (m ⬝ᵥ m) * (p ⬝ᵥ p) := by
    simpa only [dotProduct, sq] using Finset.sum_mul_sq_le_sq_mul_sq Finset.univ m p
  rw [hm, hp, mul_one] at hc
  have h0 := mul_nonneg ha (sq_nonneg (m ⬝ᵥ p))
  have hb : 0 ≤ b := by
    by_contra hb
    have hneg : 0 < -b := by linarith
    have := mul_nonneg hneg.le (sq_nonneg (m ⬝ᵥ p))
    nlinarith
  have h3 := mul_le_mul_of_nonneg_left hc hb
  constructor <;> linarith

variable [DecidableEq ι]

/-- The isotropic stiffness tensor with Lamé constants `lam` and `mu`. -/
def iso (lam mu : ℝ) (i j k l : ι) : ℝ :=
  lam * ((if i = j then 1 else 0) * (if k = l then 1 else 0))
    + mu * ((if i = k then 1 else 0) * (if j = l then 1 else 0)
      + (if j = k then 1 else 0) * (if i = l then 1 else 0))

omit [Fintype ι] in
/-- The isotropic stiffness tensor has the minor and major symmetries. -/
theorem iso_isElastic (lam mu : ℝ) : IsElastic (iso (ι := ι) lam mu) where
  minor i j k l := by
    simp only [iso, eq_comm (a := j) (b := i)]
    ring
  major i j k l := by
    simp only [iso, eq_comm (a := k) (b := i), eq_comm (a := l) (b := j),
      eq_comm (a := l) (b := i), eq_comm (a := k) (b := j)]
    ring

/-- For a symmetric strain, the isotropic `e:C:e` is `lam (tr e)² + 2 mu tr (e²)`. -/
theorem iso_energy (lam mu : ℝ) {e : Matrix ι ι ℝ} (he : e.IsSymm) :
    energy (iso lam mu) e = lam * trace e ^ 2 + 2 * mu * trace (e * e) := by
  have hσ : ∀ i j, stress (iso lam mu) e i j
      = lam * trace e * (if i = j then 1 else 0) + mu * (e i j + e j i) := fun i j => by
    simp only [stress, iso, add_mul, mul_add, mul_assoc, Finset.sum_add_distrib,
      ← Finset.mul_sum]
    simp only [ite_mul, one_mul, zero_mul, Finset.sum_ite_eq, Finset.mem_univ, if_true,
      Matrix.trace, Matrix.diag_apply]
    split_ifs <;> ring
  calc energy (iso lam mu) e
      = ∑ i, ∑ j, (lam * trace e * ((if i = j then 1 else 0) * e i j)
          + 2 * mu * (e i j * e j i)) := by
        refine Finset.sum_congr rfl fun i _ => Finset.sum_congr rfl fun j _ => ?_
        rw [hσ, he.apply i j]
        ring
    _ = _ := by
        simp only [Finset.sum_add_distrib, ← Finset.mul_sum, ite_mul, one_mul, zero_mul,
          Finset.sum_ite_eq, Finset.mem_univ, if_true, Matrix.trace, Matrix.diag_apply,
          Matrix.mul_apply]
        ring

omit [DecidableEq ι] in
/-- In dimension `n`, a symmetric strain satisfies `(tr e)² ≤ n tr (e²)`. -/
theorem trace_sq_le {e : Matrix ι ι ℝ} (he : e.IsSymm) :
    trace e ^ 2 ≤ Fintype.card ι * trace (e * e) := by
  have h := sq_sum_le_card_mul_sum_sq (s := Finset.univ) (f := fun i => e i i)
  rw [Finset.card_univ] at h
  refine h.trans (mul_le_mul_of_nonneg_left ?_ (Nat.cast_nonneg _))
  refine Finset.sum_le_sum fun i _ => ?_
  have h1 := Finset.single_le_sum (f := fun j => e i j * e j i)
    (fun j _ => by
      change 0 ≤ e i j * e j i
      rw [he.apply i j]
      exact mul_self_nonneg _) (Finset.mem_univ i)
  simpa only [sq, Matrix.diag_apply, Matrix.mul_apply] using h1

/-- In an isotropic medium a transverse polarization has Christoffel eigenvalue `mu`. -/
theorem iso_shear (lam mu : ℝ) {m p : ι → ℝ} (hm : m ⬝ᵥ m = 1) (h0 : m ⬝ᵥ p = 0) :
    christoffel (iso lam mu) m *ᵥ p = mu • p := by
  have hΓ : ∀ i k, christoffel (iso lam mu) m i k
      = (lam + mu) * (m i * m k) + mu * (m ⬝ᵥ m) * (if i = k then 1 else 0) := fun i k => by
    simp only [christoffel, Matrix.of_apply, iso, add_mul, mul_add, mul_assoc,
      Finset.sum_add_distrib, ← Finset.mul_sum]
    simp only [ite_mul, one_mul, zero_mul, Finset.sum_ite_eq, Finset.sum_ite_eq',
      Finset.mem_univ, if_true, dotProduct]
    split_ifs <;> ring
  ext i
  calc (christoffel (iso lam mu) m *ᵥ p) i
      = ∑ k, ((lam + mu) * m i * (m k * p k) + mu * ((if i = k then 1 else 0) * p k)) := by
        simp only [Matrix.mulVec, dotProduct]
        refine Finset.sum_congr rfl fun k _ => ?_
        rw [hΓ, hm]
        ring
    _ = (lam + mu) * m i * (m ⬝ᵥ p) + mu * p i := by
        simp only [Finset.sum_add_distrib, ← Finset.mul_sum, ite_mul, one_mul, zero_mul,
          Finset.sum_ite_eq, Finset.mem_univ, if_true, dotProduct]
    _ = (mu • p) i := by
        rw [h0, Pi.smul_apply, smul_eq_mul]
        ring

/-- For `lam ≥ 0` the isotropic tensor has Kelvin bounds `2 mu` and `2 mu + n lam`, and its
transverse waves attain the lower eigenvalue bound. -/
theorem lower_bound_attained_witness {lam : ℝ} (mu : ℝ) (hl : 0 ≤ lam) {m p : ι → ℝ}
    (hm : m ⬝ᵥ m = 1) (h0 : m ⬝ᵥ p = 0) :
    KelvinBounds (iso (ι := ι) lam mu) (2 * mu) (2 * mu + Fintype.card ι * lam) ∧
      christoffel (iso lam mu) m *ᵥ p = (2 * mu * ((1 + (m ⬝ᵥ p) ^ 2) / 2)) • p := by
  refine ⟨fun e he => ?_, ?_⟩
  · rw [iso_energy lam mu he]
    have h1 := mul_le_mul_of_nonneg_left (trace_sq_le he) hl
    have h2 := mul_nonneg hl (sq_nonneg (trace e))
    constructor <;> linarith
  · rw [iso_shear lam mu hm h0, h0]
    congr 1
    ring

/-- For `lam ≤ 0` the isotropic tensor has Kelvin bounds `2 mu + n lam` and `2 mu`, and its
transverse waves attain the upper eigenvalue bound. -/
theorem upper_bound_attained_witness {lam : ℝ} (mu : ℝ) (hl : lam ≤ 0) {m p : ι → ℝ}
    (hm : m ⬝ᵥ m = 1) (h0 : m ⬝ᵥ p = 0) :
    KelvinBounds (iso (ι := ι) lam mu) (2 * mu + Fintype.card ι * lam) (2 * mu) ∧
      christoffel (iso lam mu) m *ᵥ p = (2 * mu * ((1 + (m ⬝ᵥ p) ^ 2) / 2)) • p := by
  refine ⟨fun e he => ?_, ?_⟩
  · rw [iso_energy lam mu he]
    have h1 := mul_le_mul_of_nonpos_left (trace_sq_le he) hl
    have h2 := mul_nonpos_of_nonpos_of_nonneg hl (sq_nonneg (trace e))
    constructor <;> linarith
  · rw [iso_shear lam mu hm h0, h0]
    congr 1
    ring

end

end KelvinWaveBounds
```

```lean
#print axioms KelvinWaveBounds.christoffel_eigenvalue_bounds
#print axioms KelvinWaveBounds.wave_speed_bounds
#print axioms KelvinWaveBounds.eigenvalue_range
#print axioms KelvinWaveBounds.iso_isElastic
```

```
'KelvinWaveBounds.christoffel_eigenvalue_bounds' depends on axioms: [propext, Classical.choice, Quot.sound]
'KelvinWaveBounds.wave_speed_bounds' depends on axioms: [propext, Classical.choice, Quot.sound]
'KelvinWaveBounds.eigenvalue_range' depends on axioms: [propext, Classical.choice, Quot.sound]
'KelvinWaveBounds.iso_isElastic' depends on axioms: [propext, Classical.choice, Quot.sound]
```

## Bounds for a given direction and polarization

The stiffness $C_{ijkl}$ is a real array whose indices run over a finite set `ι` with $n$ elements, so $n=3$ is the crystal and $n=2$ a planar model. `IsElastic` requires $C_{ijkl}=C_{jikl}$ and $C_{ijkl}=C_{klij}$. The first makes the stress symmetric, and the second expresses that the stress derives from an elastic energy.

For a strain $e$, `stress` is Hooke's law $\sigma_{ij}=\sum_{kl}C_{ijkl}e_{kl}$, and `energy` is the contraction $e:C:e=\sum_{ij}\sigma_{ij}e_{ij}$, which is twice the energy density. The hypothesis `KelvinBounds C a b` says that

$$a\,\mathrm{tr}(e^2)\le e:C:e\le b\,\mathrm{tr}(e^2)$$

for every symmetric $e$. The best such constants are the smallest and largest Kelvin moduli, the eigenvalues of $C$ as a linear map on symmetric strains. Physically, these best constants measure the softest and stiffest response to a strain of given size; a general pair $a$, $b$ only encloses them.

The Christoffel matrix is $\Gamma_{ik}=\sum_{jl}C_{ijkl}m_jm_l$. The theorem `christoffel_eigenvalue_bounds` states that if $m\cdot m=p\cdot p=1$ and $\Gamma p=wp$, then

$$a\,\frac{1+(m\cdot p)^2}{2}\le w\le b\,\frac{1+(m\cdot p)^2}{2}.$$

No sign of $a$ or $b$ is assumed. A purely transverse wave has the factor $1/2$ and a purely longitudinal one the factor $1$. When $a\ge 0$, `eigenvalue_range` gives $a/2\le w\le b$ without reference to the angle between $m$ and $p$.

## From eigenvalues to sound speeds

In a homogeneous medium of density $\rho$, linear elasticity gives $\rho\,\ddot u_i=\sum_{jkl}C_{ijkl}\,\partial_j\partial_l u_k$ for the displacement $u$. Inserting the plane wave $u_k=p_k f(m\cdot x-vt)$, with profile $f$ and speed $v$, leaves $\Gamma p=\rho v^2p$. The theorem `wave_speed_bounds` takes this equation as a hypothesis, together with $\rho>0$, and divides the eigenvalue bounds by $\rho$. The equation of motion itself is not formalized.

For elastic constants obtained from an electronic-structure calculation, the bounds give a consistency check on long-wavelength acoustic speeds, within linear, homogeneous elasticity without piezoelectric coupling. Dispersion, damping and an initial stress are absent from the model. If the constants are given as a 6×6 Voigt matrix, with the shear components in places 4 to 6, its rows and columns 4 to 6 must each be multiplied by $\sqrt2$ before its eigenvalues are the Kelvin moduli.

## The size of the wave strain

The plane wave carries a strain proportional to

$$e_{ij}=\frac{p_im_j+m_ip_j}{2},$$

which is `waveStrain m p`. The trace of its square is

$$\mathrm{tr}(e^2)=\frac14\sum_{ij}(p_im_j+m_ip_j)(p_jm_i+m_jp_i).$$

Of the four products, two sum to $(m\cdot p)^2$ each and two to $(m\cdot m)(p\cdot p)$ each. Therefore

$$\mathrm{tr}(e^2)=\frac{(m\cdot m)(p\cdot p)+(m\cdot p)^2}{2}.$$

For unit vectors this is the factor in the theorem. In `trace_waveStrain_sq`, `ring` expands the summand and the sum lemmas then separate the factors in $i$ from those in $j$.

## The energy as a Christoffel quadratic form

Let $D_{ij}$ be symmetric. Exchanging the names of the summation indices gives $\sum_{ij}D_{ij}m_ip_j=\sum_{ij}D_{ij}p_im_j$, so the two halves of the wave strain contribute equally:

$$\sum_{ij}D_{ij}e_{ij}=\sum_{ij}D_{ij}p_im_j.$$

This is `contract_waveStrain`, where `Finset.sum_comm` performs the exchange.

The lemma is used twice in `energy_waveStrain`. First, $C$ is symmetric in its last two indices, because $C_{ijkl}=C_{klij}=C_{lkij}=C_{ijlk}$; this is `hr`. With $i,j$ fixed, the lemma gives $\sigma_{ij}=\sum_{kl}C_{ijkl}p_km_l$, which is `hD`. Second, the stress is symmetric (`hσ`), so

$$e:C:e=\sum_{ij}\sigma_{ij}p_im_j=\sum_{ijkl}C_{ijkl}\,p_im_jp_km_l=\sum_{ik}p_i\Gamma_{ik}p_k=p\cdot\Gamma p.$$

If $\Gamma p=wp$ and $p\cdot p=1$, this number is $w$. The main proof checks that the wave strain is symmetric, inserts it into the Kelvin bounds and rewrites both sides with the two identities.

For the range independent of angle, the Cauchy–Schwarz inequality gives $(m\cdot p)^2\le1$. The lower bound $a/2$ then needs only $a\ge0$. The upper bound $b$ needs $b\ge0$, which follows because the two eigenvalue bounds, having the same positive factor, force $a\le b$. Lean obtains $b\ge 0$ by contradiction.

## Isotropic shear waves attain a bound

The tensor `iso lam mu` is

$$C_{ijkl}=\lambda\,\delta_{ij}\delta_{kl}+\mu(\delta_{ik}\delta_{jl}+\delta_{jk}\delta_{il}),$$

with $\delta$ the Kronecker delta; `iso_isElastic` checks its symmetries. Its stress is $\sigma_{ij}=\lambda\,\mathrm{tr}(e)\,\delta_{ij}+\mu(e_{ij}+e_{ji})$, so for symmetric $e$ `iso_energy` finds

$$e:C:e=\lambda(\mathrm{tr}\,e)^2+2\mu\,\mathrm{tr}(e^2).$$

The lemma `trace_sq_le` bounds the first term through

$$(\mathrm{tr}\,e)^2\le n\sum_i e_{ii}^2\le n\sum_{ij}e_{ij}^2=n\,\mathrm{tr}(e^2).$$

The first inequality is Cauchy–Schwarz on the diagonal, and the second adds the squares of the off-diagonal entries. For $\lambda\ge0$ the Kelvin bounds are therefore $a=2\mu$ and $b=2\mu+n\lambda$. For $\lambda\le0$ they change places.

Contracting the tensor with $m_jm_l$ gives, for unit $m$,

$$\Gamma_{ik}=(\lambda+\mu)m_im_k+\mu\,\delta_{ik}.$$

If $m\cdot p=0$, the first term annihilates $p$ and $\Gamma p=\mu p$, as `iso_shear` states. Since the factor is $1/2$ for such a wave, $\mu$ equals $2\mu$ times the factor. This is the lower bound when $\lambda\ge0$ and the upper bound when $\lambda\le0$, as recorded in `lower_bound_attained_witness` and `upper_bound_attained_witness`. These two theorems concern transverse polarizations only, and they do not require $p$ to be normalized. A unit transverse $p$ exists once $n\ge2$.

## One dimension

For $n=1$ the stiffness is a single number $c$, and the unit vectors are $m=\pm1$ and $p=\pm1$. Then $(m\cdot p)^2=1$, the factor is $1$, and the Christoffel eigenvalue is $c$. The theorem reduces to $a\le c\le b$, which is the Kelvin hypothesis at unit strain. There is no shear wave: $m\cdot p=0$ forces $p=0$, and the attainment equations then hold trivially.
